# The $S = N/2$ component of a spin string with $q$ betas has squared norm $1/\binom{N}{q}$

## A string with both alphas and betas has no sharp total spin

Take $N$ spins one half in a product state with $q$ spins down (beta) and $N-q$ up (alpha). It has sharp $M_S = N/2 - q$, but for $0 < q < N$ it is not an eigenstate of $S^2$. If it is used as a stand-in for a low-spin state, the expectation value of a Hamiltonian that commutes with $S^2$ is a weighted average over the spin components it contains, and the weight of each component is its squared norm. The value of $\langle S^2\rangle$ fixes the weights when only two values of $S$ contribute ($q = 1$ or $q = N-1$), but not in general: for $N = 4$, $q = 2$ the values $S = 0, 1, 2$ contribute, and normalisation with $\langle S^2\rangle$ gives two equations for three weights. The weight of $S = N/2$ has a closed form, $1/\binom{N}{q}$. In electronic structure this is the highest-spin contamination of a determinant, for the restricted case of $N$ orthonormal spatial orbitals that are each singly occupied, where the determinant is labelled by its spin string alone.

## Strings, amplitudes and spin operators

Positions run from $0$ to $N-1$, as in `Fin N`. A string is the set $A$ of its beta positions, with $|A|$ elements, and a state $\psi = \sum_A \psi(A)\,|A\rangle$ is its list of $2^N$ complex amplitudes, `State N`. The basis state $|B\rangle$ is `ket B`, with amplitude 1 at $A = B$ and 0 elsewhere, so it is normalised. The inner product `braket` is $\langle\varphi|\psi\rangle = \sum_A \varphi(A)^*\psi(A)$, and `sqNorm` is $\sum_A |\psi(A)|^2$.

With $\hbar = 1$, the operators are defined by their action on amplitudes:

$$(S_+\psi)(A) = \sum_{j\notin A}\psi(A\cup\{j\}),\quad (S_-\psi)(A) = \sum_{i\in A}\psi(A\setminus\{i\}),\quad (S_z\psi)(A) = \Big(\tfrac N2 - |A|\Big)\psi(A).$$

The amplitude of $S_+\psi$ at $A$ collects the strings with one more beta, since $S_+$ turns a beta into an alpha. These are `raise`, `lower` and `sz`, and `spinSq` is $S^2 = S_-S_+ + S_z^2 + S_z$. A permutation $\sigma$ of the positions sends $A$ to its image $\sigma A$, written `σ • A`. A state is `FullySymmetric` if $\psi(\sigma A) = \psi(A)$ for all $\sigma$ and $A$, and `symmetrise` is

$$(P\psi)(A) = \frac{1}{N!}\sum_\sigma \psi(\sigma A).$$

Write $\lambda = \tfrac N2(\tfrac N2+1)$. `TopSpin ψ` is the equation $S^2\psi = \lambda\psi$, which the zero state also satisfies. `IsTopComponent ψ u` says that $S^2u = \lambda u$ and that $\psi - u$ is orthogonal to every solution of that equation, so $u$ is the orthogonal projection of $\psi$ onto the eigenspace.

## The weight $1/\binom{N}{q}$

The theorem `highest_spin_weight` takes any $N$, any string $B$ and the single hypothesis `hq : B.card = q`. It states that $P|B\rangle$ is the $S = N/2$ component of $|B\rangle$ and that

$$\|P|B\rangle\|^2 = 1\Big/\binom Nq .$$

The hypothesis forces $q \le N$, so the binomial is positive, and the division is between real numbers. Since $|B\rangle$ has norm 1, the squared norm is the probability of finding $S = N/2$. It is $1/2$ for $N=2$, $q=1$ (the triplet part of $\alpha\beta$), $1/6$ for $N = 4$, $q = 2$, and 1 for $q = 0$ or $q = N$, including $N = 0$.

The model is pure spin space. Spatial orbitals and antisymmetry do not appear, so determinants with different, non-orthogonal orbitals for alpha and beta electrons are not described. The operator $S^2$ enters through its defining formula; the commutation relations, the fact that $N/2$ is the largest total spin, and the weights of the lower spins are not among the theorems.

## Symmetric states are the $S = N/2$ states

Call the $\binom Na$ strings with $|A| = a$ a sector. Permutations preserve $|A|$, and any bijection between two beta sets of equal size extends to a permutation of all positions. Hence $\psi$ is symmetric exactly when it is constant on each sector.

For $i\in A$ and $j\notin A\setminus\{i\}$ let $A_{i\to j} = (A\setminus\{i\})\cup\{j\}$, which has the same size as $A$; the choice $j = i$ returns $A$. With $a = |A|$,

$$(S_-S_+\psi)(A) = \sum_{i\in A}\ \sum_{j\notin A\setminus\{i\}}\psi(A_{i\to j}),$$

a sum of $a(N-a+1)$ terms. Write each term as $\psi(A) - [\psi(A) - \psi(A_{i\to j})]$ and use

$$a(N-a+1) + \Big(\tfrac N2-a\Big)^2 + \Big(\tfrac N2-a\Big) = \tfrac{N^2}{4}+\tfrac N2 = \lambda .$$

The result is

$$(S^2\psi)(A) = \lambda\,\psi(A) - \sum_{i,j}\big[\psi(A)-\psi(A_{i\to j})\big].$$

For a symmetric state every bracket vanishes, so $S^2\psi = \lambda\psi$. Conversely, let the sum vanish for all $A$, and let $g$ be the real or the imaginary part of $\psi$, which obeys the same condition. At a string $C$ that maximises $g$ on its sector every bracket is nonnegative, and their sum is zero, so each is zero and every $C_{i\to j}$ is again a maximiser. For a target $T \ne C$ in the sector, choose $i\in C\setminus T$ and $j\in T\setminus C$. The move lowers $|C\setminus T|$ by one, so finitely many moves reach $T$, and $g$ is constant on the sector.

## The symmetriser as projector, and the count

For a permutation $\tau$, $(P\psi)(\tau A) = \frac1{N!}\sum_\sigma\psi(\sigma\tau A) = (P\psi)(A)$, because $\sigma\tau$ runs over all permutations. For symmetric $\varphi$,

$$\langle\varphi|P\psi\rangle = \frac1{N!}\sum_\sigma\sum_A\varphi(\sigma A)^*\psi(\sigma A) = \langle\varphi|\psi\rangle,$$

since $A\mapsto\sigma A$ permutes the strings. So $\psi - P\psi$ is orthogonal to all symmetric states. If $u$ has the same two properties, then $d = u - P\psi = (\psi - P\psi) - (\psi - u)$ is symmetric and orthogonal to both brackets, so $\langle d|d\rangle = 0$ and $u = P\psi$.

Now take $\psi = |B\rangle$ with $|B| = q$. The state $P|B\rangle$ vanishes when $|A|\neq q$, as no $\sigma A$ equals $B$, and has a common value $c$ on the sector. The unnormalised state $\varphi\equiv1$ is symmetric, so $\langle\varphi|P|B\rangle = \langle\varphi|B\rangle$ reads $\binom Nq c = 1$. The squared norm is $\binom Nq c^2 = 1/\binom Nq$. The normalised component is the Dicke state with amplitude $\binom Nq^{-1/2}$ on each string of the sector.

## The Lean file

```lean
import Mathlib

open Finset
open scoped Matrix Pointwise ComplexOrder

namespace HighestSpinContaminant

noncomputable section

variable {N : ℕ}

/-- A state of `N` spins one half: an amplitude for each basis string, a string being given
by the set of its beta positions. -/
abbrev State (N : ℕ) := Finset (Fin N) → ℂ

/-- The basis string with betas exactly at the positions in `B`. -/
def ket (B : Finset (Fin N)) : State N := fun A => if A = B then 1 else 0

/-- The inner product of two states. -/
def braket (φ ψ : State N) : ℂ := star φ ⬝ᵥ ψ

/-- The squared norm of a state. -/
def sqNorm (ψ : State N) : ℝ := ∑ A, ‖ψ A‖ ^ 2

/-- A state is fully symmetric if every permutation of the spins leaves it unchanged. -/
def FullySymmetric (ψ : State N) : Prop := ∀ (σ : Equiv.Perm (Fin N)) A, ψ (σ • A) = ψ A

/-- The symmetriser: the average over all `N!` permutations of the spins. -/
def symmetrise (ψ : State N) : State N :=
  fun A => (N.factorial : ℂ)⁻¹ * ∑ σ : Equiv.Perm (Fin N), ψ (σ • A)

/-- Total `S₊`: turns one beta into an alpha, summed over positions. -/
def raise (ψ : State N) : State N := fun A => ∑ j ∈ Aᶜ, ψ (insert j A)

/-- Total `S₋`: turns one alpha into a beta, summed over positions. -/
def lower (ψ : State N) : State N := fun A => ∑ i ∈ A, ψ (A.erase i)

/-- Total `S_z`: multiplies the amplitude of a string with `q` betas by `N/2 - q`. -/
def sz (ψ : State N) : State N := fun A => ((N : ℂ) / 2 - A.card) * ψ A

/-- Total `S² = S₋S₊ + S_z² + S_z`. -/
def spinSq (ψ : State N) : State N := lower (raise ψ) + sz (sz ψ) + sz ψ

/-- The state obeys `S²ψ = S(S+1)ψ` with `S = N/2`. -/
def TopSpin (ψ : State N) : Prop := spinSq ψ = ((N : ℂ) / 2 * (N / 2 + 1)) • ψ

/-- `u` is the `S = N/2` component of `ψ`: it has `S = N/2`, and `ψ - u` is orthogonal to
every state with `S = N/2`. -/
def IsTopComponent (ψ u : State N) : Prop :=
  TopSpin u ∧ ∀ φ, TopSpin φ → braket φ (ψ - u) = 0

/-- A state is fully symmetric iff its amplitudes depend only on the number of betas. -/
theorem symmetric_iff (ψ : State N) :
    FullySymmetric ψ ↔ ∀ A B, A.card = B.card → ψ A = ψ B := by
  refine ⟨fun h A B hAB => ?_, fun h σ A => h _ _ (card_smul_finset σ A)⟩
  -- extend a bijection between the beta positions to a permutation of all spins
  let e := Finset.equivOfCardEq hAB
  have hσ : (e.extendSubtype : Equiv.Perm (Fin N)) • A = B := by
    refine eq_of_subset_of_card_le (fun x hx => ?_) (by rw [card_smul_finset, hAB])
    obtain ⟨a, ha, rfl⟩ := mem_smul_finset.1 hx
    exact e.extendSubtype_mem a ha
  exact (h _ A).symm.trans (congrArg ψ hσ)

/-- Moving one beta to a free position conserves the number of betas. -/
theorem card_move {A : Finset (Fin N)} {i j : Fin N} (hi : i ∈ A) (hj : j ∈ (A.erase i)ᶜ) :
    (insert j (A.erase i)).card = A.card := by
  rw [card_insert_of_notMem (mem_compl.1 hj), card_erase_add_one hi]

/-- The amplitude of `S²ψ` is `(N/2)(N/2+1)` times that of `ψ`, minus the summed differences
to the amplitudes of the strings reached by moving one beta. -/
theorem spinSq_eq (ψ : State N) (A : Finset (Fin N)) :
    spinSq ψ A = (N : ℂ) / 2 * (N / 2 + 1) * ψ A
      - ∑ i ∈ A, ∑ j ∈ (A.erase i)ᶜ, (ψ A - ψ (insert j (A.erase i))) := by
  have hc : ∀ i ∈ A, (((A.erase i)ᶜ.card : ℕ) : ℂ) = N - A.card + 1 := by
    intro i hi
    have h1 : ((A.erase i).card : ℂ) + 1 = A.card := by exact_mod_cast card_erase_add_one hi
    have h2 := card_add_card_compl (A.erase i)
    rw [Fintype.card_fin] at h2
    have h3 : ((A.erase i).card : ℂ) + ((A.erase i)ᶜ.card : ℕ) = N := by exact_mod_cast h2
    linear_combination h3 - h1
  have key : ∑ i ∈ A, ∑ j ∈ (A.erase i)ᶜ, (ψ A - ψ (insert j (A.erase i)))
      = (A.card : ℂ) * (((N : ℂ) - A.card + 1) * ψ A)
        - ∑ i ∈ A, ∑ j ∈ (A.erase i)ᶜ, ψ (insert j (A.erase i)) := by
    rw [← nsmul_eq_mul, ← sum_const, ← sum_sub_distrib]
    refine sum_congr rfl fun i hi => ?_
    rw [sum_sub_distrib, sum_const, nsmul_eq_mul, hc i hi]
  rw [key]
  simp only [spinSq, lower, raise, sz, Pi.add_apply]
  ring

/-- A real function of strings whose summed differences under one-beta moves vanish
everywhere depends only on the number of betas. -/
theorem const_of_balanced (g : Finset (Fin N) → ℝ)
    (h : ∀ A, ∑ i ∈ A, ∑ j ∈ (A.erase i)ᶜ, (g A - g (insert j (A.erase i))) = 0)
    (A B : Finset (Fin N)) (hAB : A.card = B.card) : g A = g B := by
  obtain ⟨M, hM, hmax⟩ :=
    exists_max_image (univ.filter fun C : Finset (Fin N) => C.card = A.card) g ⟨A, by simp⟩
  have key : ∀ T : Finset (Fin N), T.card = A.card → ∀ (k : ℕ) (C : Finset (Fin N)),
      C.card = A.card → g C = g M → (C \ T).card = k → g T = g M := by
    intro T hT k
    induction k with
    | zero =>
      intro C hC hg h0
      rw [← eq_of_subset_of_card_le (sdiff_eq_empty_iff_subset.1 (card_eq_zero.1 h0))
        (by omega), hg]
    | succ k ih =>
      intro C hC hg hk
      obtain ⟨i, hi⟩ : (C \ T).Nonempty := card_pos.1 (by omega)
      have hsw : (C \ T).card = (T \ C).card := card_sdiff_comm (by omega)
      obtain ⟨j, hj⟩ : (T \ C).Nonempty := card_pos.1 (by omega)
      have hj' : j ∈ (C.erase i)ᶜ :=
        mem_compl.2 fun hh => (mem_sdiff.1 hj).2 (mem_of_mem_erase hh)
      have hiC := (mem_sdiff.1 hi).1
      -- at a maximum every difference is nonnegative, hence zero
      have nn : ∀ a ∈ C, ∀ b ∈ (C.erase a)ᶜ, 0 ≤ g C - g (insert b (C.erase a)) := by
        intro a ha b hb
        have := hmax _ (mem_filter.2 ⟨mem_univ _, (card_move ha hb).trans hC⟩)
        linarith
      have z1 := (sum_eq_zero_iff_of_nonneg fun a ha => sum_nonneg (nn a ha)).1 (h C) i hiC
      have z2 := (sum_eq_zero_iff_of_nonneg (nn i hiC)).1 z1 j hj'
      -- the move brings the maximising string one step closer to `T`
      have hs : insert j (C.erase i) \ T = (C \ T).erase i := by
        ext x
        simp only [mem_sdiff, mem_insert, mem_erase]
        constructor
        · rintro ⟨h1 | ⟨h1, h2⟩, h3⟩
          · exact absurd (h1 ▸ (mem_sdiff.1 hj).1) h3
          · exact ⟨h1, h2, h3⟩
        · rintro ⟨h1, h2, h3⟩
          exact ⟨Or.inr ⟨h1, h2⟩, h3⟩
      refine ih _ ((card_move hiC hj').trans hC) (by linarith) ?_
      rw [hs, card_erase_of_mem hi]
      omega
  have hMc := (mem_filter.1 hM).2
  rw [key A rfl _ M hMc rfl rfl, key B hAB.symm _ M hMc rfl rfl]

/-- A state is fully symmetric iff it obeys `S²ψ = (N/2)(N/2+1)ψ`. -/
theorem symmetric_iff_topSpin (ψ : State N) : FullySymmetric ψ ↔ TopSpin ψ := by
  rw [symmetric_iff]
  constructor
  · intro h
    funext A
    rw [spinSq_eq, Pi.smul_apply, smul_eq_mul, sum_eq_zero, sub_zero]
    exact fun i hi => sum_eq_zero fun j hj => sub_eq_zero.2 (h _ _ (card_move hi hj).symm)
  · intro h A B hAB
    have h0 : ∀ C, ∑ i ∈ C, ∑ j ∈ (C.erase i)ᶜ, (ψ C - ψ (insert j (C.erase i))) = 0 := by
      intro C
      have := congrFun h C
      rw [spinSq_eq, Pi.smul_apply, smul_eq_mul] at this
      linear_combination -this
    refine Complex.ext (const_of_balanced (fun C => (ψ C).re) (fun C => ?_) A B hAB)
      (const_of_balanced (fun C => (ψ C).im) (fun C => ?_) A B hAB)
    · simpa only [Complex.re_sum, Complex.sub_re, Complex.zero_re]
        using congrArg Complex.re (h0 C)
    · simpa only [Complex.im_sum, Complex.sub_im, Complex.zero_im]
        using congrArg Complex.im (h0 C)

/-- The symmetrised state is fully symmetric, and the remainder is orthogonal to every fully
symmetric state. -/
theorem symmetrise_projects (ψ : State N) : FullySymmetric (symmetrise ψ) ∧
    ∀ φ, FullySymmetric φ → braket φ (ψ - symmetrise ψ) = 0 := by
  refine ⟨fun τ A => ?_, fun φ hφ => ?_⟩
  · unfold symmetrise
    congr 1
    exact Fintype.sum_equiv (Equiv.mulRight τ) _ _ fun σ => congrArg ψ (mul_smul σ τ A).symm
  · have hN : (N.factorial : ℂ) ≠ 0 := by exact_mod_cast N.factorial_ne_zero
    have h : ∀ σ : Equiv.Perm (Fin N),
        ∑ A, star (φ A) * ψ (σ • A) = ∑ A, star (φ A) * ψ A := fun σ =>
      Fintype.sum_equiv (MulAction.toPerm σ) _ _ fun A => by
        simp only [MulAction.toPerm_apply, hφ σ A]
    have h2 : ∑ A, star (φ A) * symmetrise ψ A = ∑ A, star (φ A) * ψ A := by
      calc _ = (N.factorial : ℂ)⁻¹
            * ∑ σ : Equiv.Perm (Fin N), ∑ A, star (φ A) * ψ (σ • A) := by
            simp only [symmetrise, mul_sum]
            rw [sum_comm]
            exact sum_congr rfl fun _ _ => sum_congr rfl fun _ _ => by ring
        _ = _ := by
            simp only [h, sum_const, card_univ, Fintype.card_perm, Fintype.card_fin,
              nsmul_eq_mul]
            exact inv_mul_cancel_left₀ hN _
    simp only [braket, dotProduct, Pi.star_apply, Pi.sub_apply, mul_sub, sum_sub_distrib, h2,
      sub_self]

/-- A state `u` is the `S = N/2` component of `ψ` iff it is the symmetrised `ψ`. -/
theorem isTopComponent_iff (ψ u : State N) : IsTopComponent ψ u ↔ u = symmetrise ψ := by
  obtain ⟨hs, ho⟩ := symmetrise_projects ψ
  simp only [IsTopComponent, ← symmetric_iff_topSpin]
  refine ⟨fun ⟨hu, hw⟩ => ?_, fun e => by rw [e]; exact ⟨hs, ho⟩⟩
  have hd : FullySymmetric (u - symmetrise ψ) := fun σ A => by
    simp only [Pi.sub_apply, hu σ A, hs σ A]
  have h1 := hw _ hd
  have h2 := ho _ hd
  unfold braket at h1 h2
  have e : u - symmetrise ψ = (ψ - symmetrise ψ) - (ψ - u) := by abel
  refine sub_eq_zero.1 (dotProduct_star_self_eq_zero.1 ?_)
  calc _ = star (u - symmetrise ψ) ⬝ᵥ ((ψ - symmetrise ψ) - (ψ - u)) := by rw [← e]
    _ = 0 := by rw [dotProduct_sub, h1, h2, sub_zero]

/-- Summing a constant over the strings with `q` betas multiplies it by `C(N,q)`. -/
theorem sum_sector {R : Type*} [Semiring R] (q : ℕ) (c : R) :
    ∑ A : Finset (Fin N), (if A.card = q then c else 0) = N.choose q * c := by
  have : univ.filter (fun A : Finset (Fin N) => A.card = q) = powersetCard q univ := by
    ext; simp [mem_powersetCard]
  rw [← sum_filter, this, sum_const, card_powersetCard, card_univ, Fintype.card_fin,
    nsmul_eq_mul]

/-- The symmetrised basis string has amplitude `1/C(N,q)` on every string with its number
`q` of betas and zero on all others. -/
theorem symmetrise_ket (B A : Finset (Fin N)) :
    symmetrise (ket B) A = if A.card = B.card then (N.choose B.card : ℂ)⁻¹ else 0 := by
  obtain ⟨hs, ho⟩ := symmetrise_projects (ket B)
  have hc : ∀ C, symmetrise (ket B) C
      = if C.card = B.card then symmetrise (ket B) B else 0 := by
    intro C
    split_ifs with hC
    · exact (symmetric_iff _).1 hs _ _ hC
    · simp only [symmetrise, ket]
      rw [sum_eq_zero, mul_zero]
      exact fun σ _ => if_neg fun e => hC (by rw [← e, card_smul_finset])
  -- the overlap with the uniform state fixes the common amplitude
  have h1 := ho (fun _ => 1) fun _ _ => rfl
  have h2 : ∑ C, symmetrise (ket B) C = N.choose B.card * symmetrise (ket B) B :=
    (sum_congr rfl fun C _ => hc C).trans (sum_sector _ _)
  have h3 : ∑ C, ket B C = 1 := by simp [ket]
  simp only [braket, dotProduct, Pi.star_apply, Pi.sub_apply, star_one, one_mul,
    sum_sub_distrib] at h1
  rw [h2, h3] at h1
  rw [hc A, eq_inv_of_mul_eq_one_right (sub_eq_zero.1 h1).symm]

/-- For a basis string with `q` betas, the symmetrised string is its `S = N/2` component and
has squared norm `1/C(N,q)`. -/
theorem highest_spin_weight (B : Finset (Fin N)) (q : ℕ) (hq : B.card = q) :
    IsTopComponent (ket B) (symmetrise (ket B)) ∧
      sqNorm (symmetrise (ket B)) = 1 / N.choose q := by
  subst hq
  refine ⟨(isTopComponent_iff _ _).2 rfl, ?_⟩
  have hle : B.card ≤ N := by simpa using card_le_univ B
  have hC : (N.choose B.card : ℝ) ≠ 0 := by exact_mod_cast (Nat.choose_pos hle).ne'
  calc _ = ∑ A : Finset (Fin N),
        (if A.card = B.card then ((N.choose B.card : ℝ)⁻¹) ^ 2 else 0) := by
        refine sum_congr rfl fun A _ => ?_
        rw [symmetrise_ket]
        split_ifs <;> simp
    _ = _ := by rw [sum_sector]; field_simp

end

end HighestSpinContaminant
```

```lean
#print axioms HighestSpinContaminant.highest_spin_weight
```

```
'HighestSpinContaminant.highest_spin_weight' depends on axioms: [propext, Classical.choice, Quot.sound]
```

## From sectors to the eigenvalue equation

`symmetric_iff` is the sector statement. `Finset.equivOfCardEq` supplies the bijection of beta sets, `extendSubtype` extends it to a permutation, and inclusion together with equal size gives $\sigma A = B$. `card_move` is $|A_{i\to j}| = |A|$, with $A_{i\to j}$ written `insert j (A.erase i)`.

In `spinSq_eq`, `hc` counts the $N-a+1$ free positions, `key` splits the double sum into $a(N-a+1)\psi(A)$ minus the $S_-S_+$ term, and `ring` checks the polynomial identity for $\lambda$.

`const_of_balanced` is the maximum argument. `exists_max_image` picks a maximiser `M`, and `key` is an induction on $k = |C\setminus T|$. At $k = 0$, $C\subseteq T$ with equal size gives $C = T$. In the step, `nn` is nonnegativity of the brackets, `z1` and `z2` apply `sum_eq_zero_iff_of_nonneg` to the outer and inner sum, and `hs` shows that the move removes $i$ from $C\setminus T$. `symmetric_iff_topSpin` applies this to real and imaginary parts through `Complex.ext`.

## From the projector to the binomial

`symmetrise_projects` contains the two relabellings, `Equiv.mulRight τ` for $\sigma\mapsto\sigma\tau$ and `MulAction.toPerm σ` for $A\mapsto\sigma A$; `Fintype.card_perm` yields the $N!$ that cancels the prefactor. `isTopComponent_iff` replaces `TopSpin` by symmetry and runs the uniqueness argument with $d$, ending in `dotProduct_star_self_eq_zero`. It holds for every state $\psi$, not just for strings.

`sum_sector` counts a sector as `powersetCard q univ`. It is stated over a semiring because it is used twice: over $\mathbb C$ in `symmetrise_ket`, where `h1` is the overlap with `fun _ => 1` and `h2`, `h3` turn it into $\binom Nq c = 1$, and over $\mathbb R$ in `highest_spin_weight`, where it sums $\binom Nq^{-2}$ over the sector.

## The weight for a superposition

Since $P$ is linear, the amplitudes of `symmetrise_ket` extend to any state. With $s_q = \sum_{|A|=q}\psi(A)$, the state $P\psi$ has amplitude $s_q/\binom Nq$ on sector $q$, and

$$\|P\psi\|^2 = \sum_{q=0}^{N}\frac{|s_q|^2}{\binom Nq}.$$

This formula is derived here from the lemmas and is not itself a theorem of the file. It says that a combination of strings has no $S = N/2$ part exactly when its coefficients sum to zero in each sector, as in the singlet $(\alpha\beta-\beta\alpha)/\sqrt2$. For determinants, the coefficients must refer to spin orbitals written in the order of the positions; writing all alpha orbitals before the beta ones can change their signs.
